# Commutation and idempotency determine Kato's second-order projector coefficient

The unperturbed Hamiltonian, the projector on a level and the reduced resolvent are taken here as three elements $A$, $P$, $R$ of an arbitrary ring, tied together by six product relations. No Hilbert space, basis or inner product enters. The ring may be the $n\times n$ complex matrices, and the level may be degenerate.

In physical terms $A=H_0-E_0$ is the Hamiltonian measured from the level of interest, and $P$ projects on the eigenspace of $E_0$. For a Hermitian matrix $H_0$ with orthonormal eigenvectors $|k\rangle$ and eigenvalues $E_k$, the reduced resolvent is

$$R=\sum_{E_k\neq E_0}\frac{|k\rangle\langle k|}{E_k-E_0}.$$

It inverts $A$ on the complement of the level and vanishes on the level itself:

$$AP=PA=RP=PR=0,\qquad AR=RA=1-P.$$

Assuming such an $R$ stands for the physical condition that the level is separated from the rest of the spectrum. The condition $AP=0$ also says that $H_0$ acts on the level as the plain number $E_0$, without a nilpotent part, which is automatic for Hermitian $H_0$.

## The second-order equations solved by hand

Let $V$ be any perturbation and $t$ its strength. A projector $P(t)=P-tP_1+t^2P_2+\dots$ belonging to $A+tV$ should commute with $A+tV$ and satisfy $P(t)^2=P(t)$. Collecting powers of $t$ gives, with $[X,Y]=XY-YX$,

$$[A,P_1]=[V,P],\qquad PP_1+P_1P=P_1,$$
$$[A,P_2]=[V,P_1],\qquad PP_2+P_2P+P_1^2=P_2.$$

The claim is that these equations are solved by

$$P_1=RVP+PVR,$$
$$P_2=PVRVR+RVPVR+RVRVP-PVPVR^2-PVR^2VP-R^2VPVP.$$

If $R$ is defined with the opposite sign, $P_1$ changes sign and $P_2$ does not, since each of its terms contains two factors $R$.

**Idempotency of $P$.** From $(1-P)P=ARP=0$ follows $P^2=P$.

**First order.** We have $AP_1=(1-P)VP=VP-PVP$ and $P_1A=PV(1-P)=PV-PVP$, and the difference is $[V,P]$. Also $PP_1=PVR$ and $P_1P=RVP$, which add up to $P_1$.

**Second-order commutator.** Multiplying $P_2$ by $A$ removes every term that has $P$ on the side of $A$, and $AR^2=R^2A=R$. Thus

$$AP_2=VPVR-PVPVR+VRVP-PVRVP-RVPVP,$$
$$P_2A=PVRV-PVRVP+RVPV-RVPVP-PVPVR.$$

The words $PVPVR$, $PVRVP$ and $RVPVP$ cancel in the difference. What remains is $VPVR+VRVP-PVRV-RVPV=[V,P_1]$.

**Second-order idempotency.** The three contributions are

$$PP_2=PVRVR-PVPVR^2-PVR^2VP,$$
$$P_2P=RVRVP-PVR^2VP-R^2VPVP,$$
$$P_1^2=RVPVR+PVR^2VP.$$

One of the two copies of $-PVR^2VP$ is cancelled by $P_1^2$, and the sum is $P_2$.

**Uniqueness.** The difference $D$ of two solutions satisfies $AD=DA$ and $PD+DP=D$. Multiplying the second equation by $P$ from the left gives $PDP=0$. Then

$$PD=PDP+PD(1-P)=PDAR=PADR=0,$$
$$DP=PDP+(1-P)DP=RADP=RDAP=0,$$

so $D=PD+DP=0$.

**Truncation.** Put $T(t)=P-tP_1+t^2P_2$. The equations above remove the orders $0$, $1$ and $2$ from both defects, leaving

$$[A+tV,T]=t^3[V,P_2],\qquad T^2-T=t^4P_2^2-t^3(P_1P_2+P_2P_1).$$

**Trace.** Under a cyclic trace, four terms of $P_2$ vanish because $P$ and $R$ meet. The other two cancel, since $\operatorname{tr}(RVPVR)=\operatorname{tr}(PVR^2VP)$.

## The smallest system with a coupling

Take two levels at $0$ and $\Delta>0$, coupled by a real $v$:

$$A=\begin{pmatrix}0&0\\0&\Delta\end{pmatrix},\quad P=\begin{pmatrix}1&0\\0&0\end{pmatrix},\quad R=\begin{pmatrix}0&0\\0&\Delta^{-1}\end{pmatrix},\quad V=\begin{pmatrix}0&v\\v&0\end{pmatrix}.$$

The formulas give

$$P_1=\frac{v}{\Delta}\begin{pmatrix}0&1\\1&0\end{pmatrix},\qquad P_2=\frac{v^2}{\Delta^2}\begin{pmatrix}-1&0\\0&1\end{pmatrix}.$$

The weight $t^2v^2/\Delta^2$ moves from the lower state to the upper one, in agreement with the expansion of the exact ground-state projector. Here $P_1$ and $P_2$ anticommute, so the idempotency defect is $t^4v^4/\Delta^4$ times the unit matrix, while the commutator defect is of order $t^3$ for $v\neq0$.

## The operators and coefficients in Lean

The type `𝓐` carries only a ring structure, and its multiplication need not commute.

```lean
import Mathlib

namespace KatoSecondOrderProjector

variable {𝓐 : Type*} [Ring 𝓐]
```

The six relations form a structure whose value is a proposition. Its fields bear the names of the products that they evaluate. The idempotency of `P` is not among them, because it follows.

```lean
/-- `R` is the reduced resolvent of `A` for the level with projector `P`: `A` and `R` vanish
on the level and are inverse to each other on its complement. -/
structure IsReducedResolvent (A P R : 𝓐) : Prop where
  AP : A * P = 0
  PA : P * A = 0
  RP : R * P = 0
  PR : P * R = 0
  AR : A * R = 1 - P
  RA : R * A = 1 - P
```

The two coefficients are explicit expressions in `P`, `R` and `V`. The Hamiltonian `A` enters only through the hypothesis that `R` is its reduced resolvent.

```lean
/-- The expression `RVP + PVR`. If `R` is the reduced resolvent for `P`, the first-order term of the
projector series is `-t P1`. -/
def P1 (P R V : 𝓐) : 𝓐 := R * V * P + P * V * R

/-- Kato's second-order projector coefficient. -/
def P2 (P R V : 𝓐) : 𝓐 :=
  P * V * R * V * R + R * V * P * V * R + R * V * R * V * P
    - P * V * P * V * R ^ 2 - P * V * R ^ 2 * V * P - R ^ 2 * V * P * V * P
```

These definitions contain no sign factors of the series. The minus sign in front of $tP_1$ appears only when the truncated projector is formed.

## Reducing words of operators

The proof by hand scans a word such as $ARVPVR$ for neighbours whose product is known. Lean stores this word as a tree of binary products. Once `mul_assoc` has moved all brackets to the right, it reads `A * (R * (V * (P * (V * R))))`, and `A * R` is no longer a subexpression. The rule `h.AR` therefore applies only at the right-hand end of a word. The following lemma supplies the version for every other position.

```lean
/-- A product rule for two operators also applies when a further operator stands to the right. -/
theorem reassoc {a b c : 𝓐} (h : a * b = c) (x : 𝓐) : a * (b * x) = c * x := by
  rw [← mul_assoc, h]
```

For instance, `reassoc h.AR` rewrites `A * (R * x)` to `(1 - P) * x` for any `x`. Given each rule in the version or versions that the words call for, the simplifier `simp` can expand the products and reduce every word to a form in which no known pair of neighbours is left. Both sides of the equation are then signed sums of such words, and `abel` collects and cancels them as elements of a commutative additive group. This is the bookkeeping of the hand derivation, done without choosing an order of steps.

Idempotency comes from $(1-P)P=ARP=0$.

```lean
/-- The relations of the reduced resolvent force `P` to be idempotent. -/
theorem IsReducedResolvent.idem {A P R : 𝓐} (h : IsReducedResolvent A P R) : P * P = P := by
  have e : (1 - P) * P = 0 := by rw [← h.AR, mul_assoc, h.RP, mul_zero]
  rw [sub_mul, one_mul] at e
  exact (sub_eq_zero.mp e).symm
```

The two first-order equations are treated together: `constructor` splits the conjunction, and `<;>` runs the same reduction on both halves.

```lean
/-- If `R` is the reduced resolvent of `A` for `P`, the element `P1` satisfies `[A, P1] = [V, P]`
and the first-order idempotency condition. -/
theorem first_order {A P R : 𝓐} (h : IsReducedResolvent A P R) (V : 𝓐) :
    A * P1 P R V - P1 P R V * A = V * P - P * V ∧
      P * P1 P R V + P1 P R V * P = P1 P R V := by
  constructor <;>
  · simp only [P1, mul_add, add_mul, mul_sub, sub_mul, mul_assoc, one_mul, mul_one,
      h.PA, h.RP, h.RA, h.idem, reassoc h.AP, reassoc h.PR, reassoc h.AR, reassoc h.idem,
      zero_mul, mul_zero]
    abel
```

## Kato's coefficient solves both equations

The main theorem states, for every `V`, the commutator equation and the idempotency condition at second order. Its only hypothesis is `IsReducedResolvent A P R`.

```lean
/-- If `R` is the reduced resolvent of `A` for `P`, Kato's second-order coefficient satisfies
`[A, P2] = [V, P1]` and the second-order idempotency condition `P P2 + P2 P + P1² = P2`. -/
theorem kato_second_order {A P R : 𝓐} (h : IsReducedResolvent A P R) (V : 𝓐) :
    A * P2 P R V - P2 P R V * A = V * P1 P R V - P1 P R V * V ∧
      P * P2 P R V + P2 P R V * P + P1 P R V ^ 2 = P2 P R V := by
  -- expand, then reduce each word in the operators by the resolvent relations
  constructor <;>
  · simp only [P1, P2, pow_two, mul_add, add_mul, mul_sub, sub_mul, mul_assoc, one_mul, mul_one,
      h.PA, h.RP, h.AR, h.RA, h.idem, reassoc h.AP, reassoc h.PA, reassoc h.RP,
      reassoc h.PR, reassoc h.AR, reassoc h.RA, reassoc h.idem, zero_mul, mul_zero]
    abel
```

The proof has the same form as at first order, with `pow_two` turning `R ^ 2` and `P1 P R V ^ 2` into products. After the reduction, the cancellations left to `abel` are those displayed above, such as that of $PVPVR$ between $AP_2$ and $P_2A$.

The words containing $PVP$ account for the action of the perturbation inside the level. For a nondegenerate level, $PVP$ is just $P$ times the expectation value of $V$; for a degenerate one it is a matrix among the degenerate states. No diagonalisation of $PVP$ is needed, because $P_2$ concerns the whole group of states that grows out of the level and not its members one by one.

## No other solution

The homogeneous problem comes first. In the next proof, `hPDP`, `hPD` and `hDP` are the three statements $PDP=0$, $PD=0$ and $DP=0$, obtained in that order. The two `calc` blocks insert $1-P=AR$ on the right and $1-P=RA$ on the left, and then move `A` past `D`.

```lean
/-- If `A` has a reduced resolvent for `P`, an operator `D` that commutes with `A` and
satisfies `PD + DP = D` is zero. -/
theorem eq_zero_of_commute {A P R D : 𝓐} (h : IsReducedResolvent A P R)
    (hA : A * D = D * A) (hD : P * D + D * P = D) : D = 0 := by
  -- the block of `D` inside the level vanishes
  have hPDP : P * (D * P) = 0 := by
    have e : P * (P * D + D * P) = P * D := by rw [hD]
    rw [mul_add, reassoc h.idem] at e
    linear_combination (norm := abel) e
  -- the blocks coupling the level to its complement vanish
  have hPD : P * D = 0 := by
    calc P * D = P * (D * P) + P * (D * A) * R := by
          rw [mul_assoc P, mul_assoc D, h.AR]
          noncomm_ring
      _ = 0 := by
          rw [hPDP, ← hA, ← mul_assoc P A D, h.PA]
          simp
  have hDP : D * P = 0 := by
    calc D * P = P * (D * P) + R * (A * D) * P := by
          rw [← mul_assoc R A D, h.RA]
          noncomm_ring
      _ = 0 := by
          rw [hPDP, hA, mul_assoc R, mul_assoc D A P, h.AP]
          simp
  rw [← hD, hPD, hDP, add_zero]
```

Applied to the difference between an arbitrary solution `X` and Kato's coefficient, this gives uniqueness. Each `linear_combination` subtracts the equation for `P2` from the one for `X`.

```lean
/-- If `R` is the reduced resolvent of `A` for `P`, Kato's coefficient is the only solution of
the second-order commutator equation and the second-order idempotency condition. -/
theorem kato_unique {A P R V X : 𝓐} (h : IsReducedResolvent A P R)
    (hX : A * X - X * A = V * P1 P R V - P1 P R V * V)
    (hI : P * X + X * P + P1 P R V ^ 2 = X) : X = P2 P R V := by
  obtain ⟨h2, i2⟩ := kato_second_order h V
  apply sub_eq_zero.mp
  apply eq_zero_of_commute h
  · linear_combination (norm := noncomm_ring) hX - h2
  · linear_combination (norm := noncomm_ring) hI - i2
```

The six-term formula is therefore not one choice among several: once $P_1$ is given, the two second-order equations leave no freedom.

## The truncated projector and its defects

The strength `t` belongs to a commutative ring `K` over which `𝓐` is an algebra, for example the real or complex numbers for complex matrices. The symbol `•` denotes multiplication by such a scalar.

```lean
/-- The polynomial `P - t P1 + t² P2`. If `R` is the reduced resolvent of a Hamiltonian `A` for `P`,
this is the projector series of `A + tV` truncated after second order. -/
def truncated {K : Type*} [CommRing K] [Algebra K 𝓐] (P R V : 𝓐) (t : K) : 𝓐 :=
  P - t • P1 P R V + t ^ 2 • P2 P R V
```

The defects are identities in `t`, with no remainder and no assumption that `t` is small.

```lean
/-- If `R` is the reduced resolvent of `A` for `P`, the commutator of `A + tV` with the truncated
projector is `t³ [V, P2]`, and the idempotency defect is `t⁴ P2² - t³ (P1 P2 + P2 P1)`. -/
theorem truncated_defects {K : Type*} [CommRing K] [Algebra K 𝓐] {A P R : 𝓐}
    (h : IsReducedResolvent A P R) (V : 𝓐) (t : K) :
    (A + t • V) * truncated P R V t - truncated P R V t * (A + t • V)
        = t ^ 3 • (V * P2 P R V - P2 P R V * V) ∧
      truncated P R V t * truncated P R V t - truncated P R V t
        = t ^ 4 • (P2 P R V * P2 P R V)
          - t ^ 3 • (P1 P R V * P2 P R V + P2 P R V * P1 P R V) := by
  obtain ⟨h1, i1⟩ := first_order h V
  obtain ⟨h2, i2⟩ := kato_second_order h V
  rw [pow_two (P1 P R V)] at i2
  -- orders zero, one and two cancel by the perturbation equations
  constructor
  · simp only [truncated, mul_add, add_mul, mul_sub, sub_mul, smul_mul_assoc, mul_smul_comm]
    linear_combination (norm := module) h.AP - h.PA - t • h1 + t ^ 2 • h2
  · simp only [truncated, mul_add, add_mul, mul_sub, sub_mul, smul_mul_assoc, mul_smul_comm]
    linear_combination (norm := module) h.idem - t • i1 + t ^ 2 • i2
```

The two `linear_combination` calls list the equations with the weights that they have in the expansion: order zero with weight $1$, first order with $-t$, second order with $t^2$. The normaliser `module` checks that everything else matches.

Kato's perturbation theory treats the spectral projector of $A+tV$ as an analytic function of $t$; the theorems here concern the algebra through second order and establish neither the convergence of the series nor the existence of that projector. Unbounded Hamiltonians, which do not form a ring with everywhere defined products, are left aside as well.

## The trace does not change at second order

A trace is represented by an additive map `τ` from the ring to a commutative group `G` with $\tau(XY)=\tau(YX)$. Linearity over scalars is not required.

```lean
/-- If `R` is the reduced resolvent of `A` for `P`, every additive functional with the cyclic
property of a trace vanishes on Kato's second-order coefficient. -/
theorem trace_P2 {G : Type*} [AddCommGroup G] {A P R : 𝓐} (h : IsReducedResolvent A P R)
    (V : 𝓐) (τ : 𝓐 →+ G) (hτ : ∀ X Y, τ (X * Y) = τ (Y * X)) : τ (P2 P R V) = 0 := by
  -- four terms vanish because `PR = RP = 0`
  have z1 : τ (P * V * R * V * R) = 0 := by
    rw [hτ]
    simp only [mul_assoc, reassoc h.RP, zero_mul, map_zero]
  have z3 : τ (R * V * R * V * P) = 0 := by
    rw [hτ]
    simp only [mul_assoc, reassoc h.PR, zero_mul, map_zero]
  have z4 : τ (P * V * P * V * R ^ 2) = 0 := by
    rw [hτ]
    simp only [pow_two, mul_assoc, reassoc h.RP, zero_mul, mul_zero, map_zero]
  have z5 : τ (R ^ 2 * V * P * V * P) = 0 := by
    rw [hτ]
    simp only [pow_two, mul_assoc, reassoc h.PR, zero_mul, map_zero]
  -- the remaining two cancel each other
  have z2 : τ (R * V * P * V * R) = τ (P * V * R ^ 2 * V * P) := by
    have e : R * V * P * V * R = (R * V * P) * (P * V * R) := by
      simp only [mul_assoc, reassoc h.idem]
    rw [e, hτ]
    simp only [pow_two, mul_assoc]
  simp only [P2, map_add, map_sub, z1, z2, z3, z4, z5]
  abel
```

The facts `z1`, `z3`, `z4` and `z5` are the four vanishing terms: `hτ` carries the last factor to the front, where $P$ meets $R$. For `z2`, the word $RVPVR$ is written as $(RVP)(PVR)$ by means of $P^2=P$, and the two factors are exchanged.

In a non-interacting electron model with finitely many orbitals, whose occupied orbitals make up exactly one degenerate level, $P$ is the one-particle density matrix per spin channel and $t^2P_2$ its second-order change, so the vanishing trace says that this correction leaves the electron number unchanged. If several levels are fully occupied, the formula applies to each of them with its own $E_0$, $P$ and $R$, and the corrections are added.

## A degenerate level that satisfies the relations

The last theorem exhibits a system of three states with energies $0$, $0$ and $\Delta\neq0$. Its projector has rank two, and the gap may have either sign.

```lean
/-- A three-level system with a doubly degenerate level at zero and a third level at `Δ ≠ 0`
satisfies the relations of the reduced resolvent. -/
theorem isReducedResolvent_witness (Δ : ℝ) (hΔ : Δ ≠ 0) :
    IsReducedResolvent (!![0, 0, 0; 0, 0, 0; 0, 0, Δ] : Matrix (Fin 3) (Fin 3) ℝ)
      !![1, 0, 0; 0, 1, 0; 0, 0, 0] !![0, 0, 0; 0, 0, 0; 0, 0, Δ⁻¹] := by
  constructor <;>
  · ext i j
    fin_cases i <;> fin_cases j <;>
      simp [Matrix.mul_apply, Fin.sum_univ_succ, Matrix.one_apply, hΔ]

end KatoSecondOrderProjector
```

The proof compares the nine entries of each matrix equation. The preceding theorems then apply to this system with any real $3\times3$ matrix as `V`, including one that splits the degenerate pair.

```lean
#print axioms KatoSecondOrderProjector.kato_second_order
#print axioms KatoSecondOrderProjector.kato_unique
#print axioms KatoSecondOrderProjector.truncated_defects
#print axioms KatoSecondOrderProjector.trace_P2
```

```
'KatoSecondOrderProjector.kato_second_order' depends on axioms: [propext]
'KatoSecondOrderProjector.kato_unique' depends on axioms: [propext]
'KatoSecondOrderProjector.truncated_defects' depends on axioms: [propext, Quot.sound]
'KatoSecondOrderProjector.trace_P2' depends on axioms: [propext, Classical.choice, Quot.sound]
```
